# Kinetic balance in a two-function basis: the upper Dirac energy tends to $V + b^2/2$

An electron moves in an electrostatic potential and is described by the Dirac equation. As the speed of light $c$ grows, its energy, measured from the rest energy, should approach the Schrödinger value, potential plus kinetic energy. In a finite basis this depends on the functions chosen for the small component. The smallest case has one large-component function $\varphi$ and one small-component function $\chi$, both normalised two-component spinors that do not depend on $c$.

The units are atomic ($\hbar = m = 1$), and the rest energy $c^2$ is subtracted. Let $\hat V$ be the potential energy operator, $\mathbf p$ the momentum operator and $\boldsymbol\sigma$ the vector of Pauli matrices. The basis enters through three numbers:

$$V = \langle\varphi,\hat V\varphi\rangle,\qquad W = \langle\chi,\hat V\chi\rangle,\qquad b = \langle\chi,\boldsymbol\sigma\cdot\mathbf p\,\varphi\rangle .$$

So $V$ and $W$ are expectation values here, not potential functions. The coupling $b$ is taken to be real, which a choice of phase for $\chi$ always allows.

```lean
import Mathlib

open Filter Topology Matrix

namespace KineticBalance

noncomputable section
```

## The matrix and its upper root

In this basis the Dirac Hamiltonian becomes

$$H(c) = \begin{pmatrix} V & cb\\ cb & W-2c^2\end{pmatrix}.$$

The term $-2c^2$ in the lower diagonal entry is the shift from the electron rest energy $+c^2$ down to the negative-energy threshold $-c^2$.

```lean
/-- The Dirac Hamiltonian in a basis of one large-component and one small-component function,
with the rest energy subtracted: potential energies `V` and `W`, coupling `c b`. -/
def diracMatrix (V W b c : ℝ) : Matrix (Fin 2) (Fin 2) ℝ :=
  !![V, c * b; c * b, W - 2 * c ^ 2]
```

`diracMatrix V W b c` is a real $2\times2$ matrix, with index 0 for the large component and index 1 for the small one. Its four arguments are arbitrary real numbers. The speed of light is a variable, so that a limit in $c$ can be taken with $V$, $W$ and $b$ fixed. The step from the Dirac operator to this matrix, by way of the three matrix elements above, is physical input and is not derived in Lean.

The trace of $H(c)$ is $V+W-2c^2$. Write $\Delta = V-W+2c^2$ for the difference of the diagonal entries. The quadratic formula with the plus sign gives

$$E_+(c) = \tfrac12\left(V+W-2c^2+\sqrt{\Delta^2+4c^2b^2}\right).$$

```lean
/-- The root with the plus sign in the quadratic formula for the eigenvalues of the
Dirac matrix. -/
def upperEnergy (V W b c : ℝ) : ℝ :=
  ((V + W - 2 * c ^ 2) + √((V - W + 2 * c ^ 2) ^ 2 + 4 * c ^ 2 * b ^ 2)) / 2
```

`upperEnergy` is $E_+$. At this point it is only a formula; that it is an eigenvalue, and the largest one, remains to be shown.

## The secular equation

A number $E$ is an eigenvalue when $(H(c)-E)v=0$ for some nonzero vector $v$, which happens exactly when the determinant vanishes:

$$(V-E)(W-2c^2-E)-c^2b^2=0 .$$

Changing the sign of both factors in the product gives

$$(E-V)(E-W+2c^2)=c^2b^2 .$$

```lean
/-- A number `E` is an eigenvalue of the Dirac matrix exactly when it solves the
secular equation. -/
theorem eigenvalue_iff_secular (V W b c E : ℝ) :
    (∃ v : Fin 2 → ℝ, v ≠ 0 ∧ diracMatrix V W b c *ᵥ v = E • v) ↔
      (E - V) * (E - W + 2 * c ^ 2) = c ^ 2 * b ^ 2 := by
  -- the eigenvalue equation says that the shifted matrix annihilates `v`
  have hshift : ∀ v : Fin 2 → ℝ,
      !![V - E, c * b; c * b, W - 2 * c ^ 2 - E] *ᵥ v
        = diracMatrix V W b c *ᵥ v - E • v := by
    intro v
    ext i
    fin_cases i <;>
      simp [diracMatrix, Matrix.mulVec, dotProduct, Fin.sum_univ_two] <;> ring
  have hdet := Matrix.exists_mulVec_eq_zero_iff
    (M := !![V - E, c * b; c * b, W - 2 * c ^ 2 - E])
  simp only [hshift, sub_eq_zero, Matrix.det_fin_two_of] at hdet
  rw [hdet]
  constructor
  · intro h
    linear_combination h
  · intro h
    linear_combination h
```

The left side of the equivalence is the eigenvalue equation itself, with `*ᵥ` for matrix times vector. The vector has to be nonzero but need not be normalised. In the proof, `hshift` identifies $(H-E)v$ with $Hv-Ev$, and Mathlib's determinant criterion `Matrix.exists_mulVec_eq_zero_iff` does the rest.

## The upper root is the largest eigenvalue

Let $S=\sqrt{\Delta^2+4c^2b^2}$. From the formula for $E_+$,

$$E_+-V=\frac{S-\Delta}{2},\qquad E_+-W+2c^2=\frac{S+\Delta}{2}.$$

The product of the two is $(S^2-\Delta^2)/4=c^2b^2$, so $E_+$ solves the secular equation.

```lean
/-- The quadratic-formula energy solves the secular equation. -/
theorem upperEnergy_secular (V W b c : ℝ) :
    (upperEnergy V W b c - V) * (upperEnergy V W b c - W + 2 * c ^ 2) = c ^ 2 * b ^ 2 := by
  have hs := Real.sq_sqrt
    (show 0 ≤ (V - W + 2 * c ^ 2) ^ 2 + 4 * c ^ 2 * b ^ 2 by positivity)
  unfold upperEnergy
  linear_combination hs / 4
```

The only fact needed about the square root is that its square returns the radicand, which is nonnegative as a sum of squares. This is `hs`.

Now let $E$ be any eigenvalue. Completing the square in the secular equation gives

$$\bigl(2E-(V+W-2c^2)\bigr)^2=\Delta^2+4c^2b^2 .$$

Hence $2E-(V+W-2c^2)\le S$, which says $E\le E_+$.

```lean
/-- The quadratic-formula energy is the largest eigenvalue of the Dirac matrix. -/
theorem upperEnergy_isGreatest (V W b c : ℝ) :
    IsGreatest {E : ℝ | ∃ v : Fin 2 → ℝ, v ≠ 0 ∧ diracMatrix V W b c *ᵥ v = E • v}
      (upperEnergy V W b c) := by
  refine ⟨(eigenvalue_iff_secular V W b c _).2 (upperEnergy_secular V W b c), ?_⟩
  intro E hE
  have h := (eigenvalue_iff_secular V W b c E).1 hE
  -- complete the square in the secular equation
  have hsq : (2 * E - (V + W - 2 * c ^ 2)) ^ 2
      = (V - W + 2 * c ^ 2) ^ 2 + 4 * c ^ 2 * b ^ 2 := by
    linear_combination 4 * h
  have hroot := Real.abs_le_sqrt hsq.le
  have habs := le_abs_self (2 * E - (V + W - 2 * c ^ 2))
  unfold upperEnergy
  linarith
```

`IsGreatest` combines two statements: `upperEnergy V W b c` belongs to the set of eigenvalues, and it is an upper bound for that set. Both hold for every real $c$. The completed square is `hsq`, and `Real.abs_le_sqrt` takes the root.

## How far the energy is from its limit

Put $x=E_+-V$. Since $S\ge|\Delta|\ge\Delta$, we have $x\ge0$. The secular equation reads

$$x\,(x+V-W+2c^2)=c^2b^2 .$$

Suppose that $c>0$ and $W-V\le c^2$. Then $x+V-W+c^2\ge0$, and splitting one $c^2$ off the bracket gives

$$c^2x = c^2b^2 - x\,(x+V-W+c^2)\le c^2b^2,$$

so $0\le x\le b^2$. The secular equation also gives the exact identity

$$2c^2\left(x-\tfrac{b^2}{2}\right)=-x\,(x+V-W).$$

On the right, $x\le b^2$ and $|x+V-W|\le b^2+|V-W|$. Therefore

$$\left|E_+-V-\tfrac{b^2}{2}\right|\le\frac{b^2\,(b^2+|V-W|)}{2c^2}.$$

```lean
/-- For `c > 0` with `c² ≥ W - V`, the upper energy differs from `V + b²/2` by at most
`b² (b² + |V - W|) / (2c²)`. -/
theorem upperEnergy_error_bound (V W b c : ℝ) (hc : 0 < c) (hgap : W - V ≤ c ^ 2) :
    |upperEnergy V W b c - (V + b ^ 2 / 2)| ≤
      b ^ 2 * (b ^ 2 + |V - W|) / (2 * c ^ 2) := by
  have h := upperEnergy_secular V W b c
  have hx0 : 0 ≤ upperEnergy V W b c - V := by
    have hle : (V - W + 2 * c ^ 2) ^ 2
        ≤ (V - W + 2 * c ^ 2) ^ 2 + 4 * c ^ 2 * b ^ 2 := by
      have : 0 ≤ 4 * c ^ 2 * b ^ 2 := by positivity
      linarith
    have h1 := Real.abs_le_sqrt hle
    have h2 := le_abs_self (V - W + 2 * c ^ 2)
    unfold upperEnergy
    linarith
  generalize upperEnergy V W b c = E at h hx0 ⊢
  have hc2 : 0 < c ^ 2 := by positivity
  have h2 : 0 < 2 * c ^ 2 := by positivity
  -- the energy lies at most `b²` above `V`
  have hxb : E - V ≤ b ^ 2 := by
    have hg : 0 ≤ V - W + c ^ 2 := by linarith
    have hp := mul_nonneg hx0 (add_nonneg hx0 hg)
    have hm : c ^ 2 * (E - V) ≤ c ^ 2 * b ^ 2 := by linarith
    exact le_of_mul_le_mul_left hm hc2
  have e : (E - (V + b ^ 2 / 2)) * (2 * c ^ 2) = -((E - V) * ((E - V) + (V - W))) := by
    linear_combination h
  have hfac : |(E - V) + (V - W)| ≤ b ^ 2 + |V - W| := by
    have h3 := neg_abs_le (V - W)
    have h4 := le_abs_self (V - W)
    have h5 := sq_nonneg b
    exact abs_le.mpr ⟨by linarith, by linarith⟩
  rw [le_div_iff₀ h2]
  calc |E - (V + b ^ 2 / 2)| * (2 * c ^ 2)
      = |(E - (V + b ^ 2 / 2)) * (2 * c ^ 2)| := by rw [abs_mul, abs_of_pos h2]
    _ = (E - V) * |(E - V) + (V - W)| := by
        rw [e, abs_neg, abs_mul, abs_of_nonneg hx0]
    _ ≤ b ^ 2 * (b ^ 2 + |V - W|) := mul_le_mul hxb hfac (abs_nonneg _) (sq_nonneg b)
```

The hypothesis `hgap` says that the lower diagonal entry $W-2c^2$ lies at least $c^2$ below $V$. Physically, $W$ may exceed $V$ by at most half of the gap $2c^2$ between the electron and negative-energy thresholds; when $W\le V$ there is no restriction.

The proof follows the calculation in order. `hx0` is $x\ge0$, `hxb` is $x\le b^2$, `e` is the exact identity and `hfac` bounds the remaining factor. After `hx0`, the `generalize` step replaces the square-root formula by a plain letter `E`, because from there on only the secular equation and the sign of $x$ are used. The final `calc` block multiplies the two bounds.

## The limit and the first correction

For fixed $V$, $W$ and $b$, the condition $W-V\le c^2$ holds for all sufficiently large $c$, and the error bound tends to zero. Hence

$$\lim_{c\to\infty}E_+(c)=V+\frac{b^2}{2}.$$

```lean
/-- Nonrelativistic limit: the upper energy tends to `V + b²/2` as the speed of light
tends to infinity. -/
theorem nonrelativistic_limit (V W b : ℝ) :
    Tendsto (fun c => upperEnergy V W b c) atTop (𝓝 (V + b ^ 2 / 2)) := by
  have hsq : Tendsto (fun c : ℝ => c ^ 2) atTop atTop := tendsto_pow_atTop two_ne_zero
  have hbound : Tendsto (fun c : ℝ => b ^ 2 * (b ^ 2 + |V - W|) / (2 * c ^ 2))
      atTop (𝓝 0) :=
    tendsto_const_nhds.div_atTop (hsq.const_mul_atTop (by norm_num : (0 : ℝ) < 2))
  apply tendsto_sub_nhds_zero_iff.mp
  refine squeeze_zero_norm' ?_ hbound
  filter_upwards [eventually_gt_atTop 0, hsq.eventually_ge_atTop (W - V)] with c hc hgap
  rw [Real.norm_eq_abs]
  exact upperEnergy_error_bound V W b c hc hgap
```

`Tendsto … atTop (𝓝 …)` is the ordinary limit as the real variable $c$ grows without bound. The line with `filter_upwards` restricts attention to values of $c$ that satisfy both conditions of the error bound, and `squeeze_zero_norm'` is the squeeze argument.

The secular equation yields the next order as well. The exact identity, divided by two and written in terms of $E_+$, is

$$c^2\left(E_+-V-\tfrac{b^2}{2}\right)=-\tfrac12\,(E_+-V)(E_+-W).$$

The right side contains $c$ only through $E_+$, whose limit is known. Inserting it gives

$$-\tfrac12\cdot\tfrac{b^2}{2}\left(V-W+\tfrac{b^2}{2}\right)=\frac{b^2(W-V)}{4}-\frac{b^4}{8}.$$

```lean
/-- Leading relativistic correction: `c²` times the deviation of the upper energy from
`V + b²/2` tends to `b² (W - V)/4 - b⁴/8` as the speed of light tends to infinity. -/
theorem leading_correction (V W b : ℝ) :
    Tendsto (fun c => c ^ 2 * (upperEnergy V W b c - (V + b ^ 2 / 2))) atTop
      (𝓝 (b ^ 2 * (W - V) / 4 - b ^ 4 / 8)) := by
  have h := nonrelativistic_limit V W b
  have hprod := ((h.sub_const V).mul (h.sub_const W)).const_mul (-1 / 2 : ℝ)
  -- the secular equation turns the scaled deviation into a product of energy differences
  have hfun : (fun c => c ^ 2 * (upperEnergy V W b c - (V + b ^ 2 / 2))) =
      fun c => (-1 / 2 : ℝ) * ((upperEnergy V W b c - V) * (upperEnergy V W b c - W)) := by
    funext c
    linear_combination (1 / 2 : ℝ) * upperEnergy_secular V W b c
  have hlim : b ^ 2 * (W - V) / 4 - b ^ 4 / 8 =
      (-1 / 2 : ℝ) * ((V + b ^ 2 / 2 - V) * (V + b ^ 2 / 2 - W)) := by ring
  rw [hfun, hlim]
  exact hprod
```

This is the coefficient of $1/c^2$ in the energy. Its second term has the form of the mass–velocity correction $-p^4/(8c^2)$, with $b^2$ in the place of $p^2$. In the proof, `hfun` is the rewritten identity, `hprod` is the limit of the product and `hlim` is the closing algebra.

## When the limit contains the full kinetic energy

The limit contains $b^2/2$, whereas the nonrelativistic kinetic energy of $\varphi$ is

$$\tfrac12\langle\varphi,\mathbf p^2\varphi\rangle=\tfrac12\|\boldsymbol\sigma\cdot\mathbf p\,\varphi\|^2=\tfrac12\|u\|^2,\qquad u=\boldsymbol\sigma\cdot\mathbf p\,\varphi,$$

because $(\boldsymbol\sigma\cdot\mathbf p)^2=\mathbf p^2$. The coupling $b=\langle\chi,u\rangle$ sees only the component of $u$ along $\chi$. With $\|\chi\|=1$, the rest of $u$ has squared norm

$$\|u-b\chi\|^2=\|u\|^2-2b\langle u,\chi\rangle+b^2\|\chi\|^2=\|u\|^2-b^2 .$$

```lean
variable {F : Type*} [NormedAddCommGroup F] [InnerProductSpace ℝ F]

/-- For a unit vector `χ` and any vector `u` in a real inner product space, the remainder
`u - ⟨χ, u⟩ χ` has squared norm `‖u‖² - ⟨χ, u⟩²`. -/
theorem missing_kinetic_part (χ u : F) (hχ : ‖χ‖ = 1) :
    ‖u - (inner ℝ χ u : ℝ) • χ‖ ^ 2 = ‖u‖ ^ 2 - (inner ℝ χ u : ℝ) ^ 2 := by
  rw [norm_sub_sq_real, inner_smul_right, norm_smul, hχ, real_inner_comm χ u,
    Real.norm_eq_abs, mul_one, sq_abs]
  ring
```

Here `F` is any real inner product space, of finite or infinite dimension, and `inner ℝ χ u` is its inner product. Spinors form a complex space, which becomes a real inner product space when the real part of $\langle\cdot,\cdot\rangle$ is taken as the inner product. The norms do not change, and because $b=\langle\chi,u\rangle$ is real, `inner ℝ χ u` is then equal to $b$. The theorem holds for every vector `u` and is applied here to $u=\boldsymbol\sigma\cdot\mathbf p\,\varphi$. The proof expands the square and uses the symmetry of the real inner product.

It follows that the limit falls short of $V+\|u\|^2/2$ by half the squared norm of the missed part. An unsuitable small-component function therefore makes the limiting energy too low.

Suppose first that $E_+(c)\to V+\|u\|^2/2$. Limits are unique, so $\|u\|^2=b^2$, the missed part vanishes, and $u=b\chi$. Conversely, if $u=k\chi$ for a real number $k$, then $b=k\|\chi\|^2=k$ and $\|u\|^2=k^2=b^2$, so the limit already found is $V+\|u\|^2/2$. Thus

$$E_+(c)\to V+\tfrac12\|u\|^2\quad\Longleftrightarrow\quad u=k\chi\ \text{ for some real } k .$$

```lean
/-- Let `χ` be a unit vector and `u` any vector in a real inner product space. The upper energy with
`b = ⟨χ, u⟩` tends to `V + ‖u‖²/2` as the speed of light tends to infinity exactly when `u` is a
real multiple of `χ`. -/
theorem limit_iff_kinetically_balanced (V W : ℝ) (χ u : F) (hχ : ‖χ‖ = 1) :
    Tendsto (fun c => upperEnergy V W (inner ℝ χ u) c) atTop (𝓝 (V + ‖u‖ ^ 2 / 2)) ↔
      ∃ k : ℝ, u = k • χ := by
  have hlim := nonrelativistic_limit V W (inner ℝ χ u)
  have hmiss := missing_kinetic_part χ u hχ
  constructor
  · intro h
    -- equal limits leave no missing part
    have heq := tendsto_nhds_unique h hlim
    have hzero : ‖u - (inner ℝ χ u : ℝ) • χ‖ ^ 2 = 0 := by linarith
    exact ⟨inner ℝ χ u, sub_eq_zero.mp (norm_eq_zero.mp (pow_eq_zero_iff two_ne_zero |>.mp hzero))⟩
  · rintro ⟨k, hk⟩
    have hin : (inner ℝ χ u : ℝ) = k := by
      rw [hk, inner_smul_right, real_inner_self_eq_norm_sq, hχ]
      ring
    have hnorm : ‖u‖ ^ 2 = (inner ℝ χ u : ℝ) ^ 2 := by
      rw [hin, hk, norm_smul, hχ, mul_one, Real.norm_eq_abs, sq_abs]
    rw [hnorm]
    exact hlim

end

end KineticBalance
```

The condition on the right is kinetic balance for a single pair of functions: $\chi$ has to point along $\boldsymbol\sigma\cdot\mathbf p\,\varphi$. The case $u=0$ is included, with $k=0$. The number `W` is a free parameter in the theorem and is not computed from `χ`; the limit does not depend on it. In the proof, `tendsto_nhds_unique` compares the two limits and `hmiss` turns their equality into a vanishing norm. For the converse, `hin` and `hnorm` compute $b=k$ and $\|u\|^2=b^2$.

In relativistic electronic structure, kinetic balance is a condition used to build small-component basis sets from large-component ones; the equivalence here concerns one electron, one function of each kind and a real coupling. Larger basis sets, where $\boldsymbol\sigma\cdot\mathbf p\,\varphi$ may be a combination of several small-component functions, need a matrix version of the argument.

```lean
#print axioms KineticBalance.upperEnergy_isGreatest
#print axioms KineticBalance.leading_correction
#print axioms KineticBalance.limit_iff_kinetically_balanced
```

```
'KineticBalance.upperEnergy_isGreatest' depends on axioms: [propext, Classical.choice, Quot.sound]
'KineticBalance.leading_correction' depends on axioms: [propext, Classical.choice, Quot.sound]
'KineticBalance.limit_iff_kinetically_balanced' depends on axioms: [propext, Classical.choice, Quot.sound]
```
